# For nonzero drive frequency, a finite Floquet sum solves the Schrödinger equation exactly when its harmonics solve the Sambe equation

## Two levels in a rotating field

A two-level system has energies 0 and E. A rotating field of frequency w couples the levels with real strength g. With ħ = 1, the amplitudes a and b obey

i a′ = g e^(iwt) b

i b′ = E b + g e^(−iwt) a

Try a = α e^(−iet) and b = β e^(−i(e+w)t), with constants α, β and a real number e. In each equation every term then oscillates at the same frequency, and the exponentials cancel:

e α = g β

(e + w) β = g α + E β

The time-dependent problem has become a 2×2 eigenvalue problem for e. At resonance, E = w, it gives e = ±g. For e = g, a normalised solution is α = β = 1/√2.

## Many harmonics

For a general periodic drive, take

H(t) = Σ_k H_k e^(−ikwt)

ψ(t) = Σ_n c_n e^(−i(e+nw)t)

with matrices H_k, vectors c_n and quasienergy e. When both sums are finite and w ≠ 0, ψ satisfies iψ′ = H(t)ψ at all times if and only if

Σ_m H_(n−m) c_m = (e + nw) c_n for every integer n.

This is the Sambe equation. In the example, c_0 = (α, 0) and c_1 = (0, β). The equation turns periodically driven few-level problems, such as spin resonance, into time-independent algebra, here for states with finitely many harmonics.

## The statement in Lean

`solves_iff_sambe` states the equivalence. The finite type `ι` labels the basis states, and `→₀` marks a family over the integers with finitely many nonzero members. `hamiltonian H w` and `floquetState c e w` are the two sums above. The function `phase a t` is the whole oscillation e^(−iat), not its angle; here `a` is a frequency, not the amplitude of the example. The letter `e` is the quasienergy.

`SolvesSchrodinger` requires that at every time ψ has a derivative v with iv = H(t)ψ. `SambeEquation` imposes its condition at every integer n, including those where c_n = 0. The convention is that harmonic n carries e^(−inwt); with the opposite sign, the labels are reversed.

The H_k are not required to make H(t) Hermitian, and c = 0 is allowed, so a physical state needs a Hermitian H(t) and c ≠ 0 in addition. The theorem does not say that a nonzero finite solution exists. Under a cosine drive the Floquet state generally has infinitely many harmonics, and the theorem does not cover such series, whose convergence and differentiability must be treated separately.

A second theorem, `floquetState_shift`, says that replacing e by e + jw and moving each coefficient from label n to n − j leaves ψ unchanged. A quasienergy is therefore fixed only up to integer multiples of w.

## Derivation

Differentiate term by term. Since i·(−i) = 1,

iψ′ = Σ_n (e + nw) c_n e^(−i(e+nw)t).

Multiply the two sums:

H(t)ψ = Σ_k Σ_m H_k c_m e^(−i(e+(k+m)w)t).

Set n = k + m and collect equal harmonics:

H(t)ψ = Σ_n e^(−i(e+nw)t) Σ_m H_(n−m) c_m.

With the residual amplitudes

r_n = (e + nw) c_n − Σ_m H_(n−m) c_m,

of which only finitely many are nonzero, subtraction gives

iψ′ − H(t)ψ = Σ_n r_n e^(−i(e+nw)t).

If the Sambe equation holds, every r_n is zero and ψ solves the Schrödinger equation. This direction does not use w ≠ 0.

Conversely, suppose the sum vanishes at all times. Multiply it by e^(i(e+lw)t) for a fixed integer l and average over one period 2π/|w|. The term n = l contributes r_l. Every other term contains e^(−i(n−l)wt), which averages to zero. Hence r_l = 0 for every l.

At w = 0 this converse can fail. Take H = 0, e = 1, c_0 = v and c_1 = −v with v ≠ 0. Then ψ = 0 solves the Schrödinger equation, but the Sambe equation at n = 0 would require v = 0.

## A truncated Floquet matrix

Let H(t) = H_0 + 2V cos(wt), so that H_1 = H_(−1) = V. A calculation keeps the harmonics from −N to N and diagonalises a block matrix with H_0 − nw on the diagonal and V between neighbouring blocks. An eigenvector with real eigenvalue e makes r_n vanish inside the window. Just outside it,

r_(N+1) = −V c_N

r_(−N−1) = −V c_(−N)

remain. For w ≠ 0 the truncated state is therefore an exact solution only if V c_N and V c_(−N) are both zero. For the rotating-field state above, the corresponding edge terms −H_1 c_1 and −H_(−1) c_0 both vanish, which is why two harmonics suffice there.

## The complete file

```lean
import Mathlib

open Matrix

namespace FloquetSambe

noncomputable section

variable {ι κ : Type*} [Fintype ι]

/-- The oscillation `e^(-i a t)` with angular frequency `a`. -/
def phase (a t : ℝ) : ℂ := Complex.exp (-(Complex.I * (a : ℂ)) * (t : ℂ))

/-- The periodic Hamiltonian `H(t) = ∑ H_k e^(-i k w t)`. -/
def hamiltonian (H : ℤ →₀ Matrix ι ι ℂ) (w t : ℝ) : Matrix ι ι ℂ :=
  H.sum fun k A => phase (k * w) t • A

/-- The Floquet state `ψ(t) = ∑ c_n e^(-i (e + n w) t)`. -/
def floquetState (c : ℤ →₀ (ι → ℂ)) (e w t : ℝ) : ι → ℂ :=
  c.sum fun n v => phase (e + n * w) t • v

/-- The Schrödinger equation `i ψ' = H(t) ψ` at all times, with `ψ` differentiable. -/
def SolvesSchrodinger (H : ℝ → Matrix ι ι ℂ) (ψ : ℝ → ι → ℂ) : Prop :=
  ∀ t, ∃ v, HasDerivAt ψ v t ∧ Complex.I • v = H t *ᵥ ψ t

/-- The Sambe equation `∑ₘ H_(n-m) c_m = (e + n w) c_n` for every harmonic `n`. -/
def SambeEquation (H : ℤ →₀ Matrix ι ι ℂ) (c : ℤ →₀ (ι → ℂ)) (e w : ℝ) : Prop :=
  ∀ n : ℤ, (c.sum fun m v => H (n - m) *ᵥ v) = ((e + n * w : ℝ) : ℂ) • c n

/-- The harmonics that can occur in `ψ` or in the product `H(t) ψ(t)`. -/
def harmonics (H : ℤ →₀ Matrix ι ι ℂ) (c : ℤ →₀ (ι → ℂ)) : Finset ℤ :=
  c.support ∪ (H.support ×ˢ c.support).image fun p => p.1 + p.2

/-- Frequencies add when oscillations are multiplied. -/
theorem phase_add (a b t : ℝ) : phase (a + b) t = phase a t * phase b t := by
  unfold phase
  rw [← Complex.exp_add]
  congr 1
  push_cast
  ring

omit [Fintype ι] in
/-- Finitely many oscillations with distinct frequencies and vector amplitudes sum to zero
at all times only if every amplitude vanishes. -/
theorem amplitudes_eq_zero (a : κ → ℝ) (ha : Function.Injective a) (S : Finset κ)
    (d : κ → ι → ℂ) (h : ∀ t : ℝ, ∑ n ∈ S, phase (a n) t • d n = 0) :
    ∀ n ∈ S, d n = 0 := by
  -- each oscillation is a character of the additive group of times
  let χ : ℝ → (Multiplicative ℝ →* ℂ) := fun b =>
    { toFun := fun t => phase b t.toAdd
      map_one' := by
        show phase b 0 = 1
        simp [phase]
      map_mul' := fun s t => by
        show phase b (s.toAdd + t.toAdd) = phase b s.toAdd * phase b t.toAdd
        unfold phase
        rw [← Complex.exp_add]
        congr 1
        push_cast
        ring }
  have hχ : Function.Injective χ := by
    intro b b' hbb
    by_contra hne
    have hb : b - b' ≠ 0 := sub_ne_zero.mpr hne
    -- after half a beat period the two oscillations differ by a sign
    obtain ⟨t, ht⟩ : ∃ t : ℝ, (b - b') * t = Real.pi :=
      ⟨Real.pi / (b - b'), by field_simp⟩
    have h1 : phase b t = phase b' t := DFunLike.congr_fun hbb (Multiplicative.ofAdd t)
    have h2 : phase b t = phase (b - b') t * phase b' t := by
      rw [← phase_add, sub_add_cancel]
    have h3 : phase (b - b') t = -1 := by
      have hc : ((b - b' : ℝ) : ℂ) * (t : ℂ) = (Real.pi : ℂ) := by
        rw [← Complex.ofReal_mul, ht]
      unfold phase
      rw [show -(Complex.I * ((b - b' : ℝ) : ℂ)) * (t : ℂ) = -((Real.pi : ℂ) * Complex.I) by
        linear_combination (-Complex.I) * hc, Complex.exp_neg, Complex.exp_pi_mul_I]
      norm_num
    rw [h3, h1] at h2
    have h4 : phase b' t = 0 := by linear_combination (1 / 2 : ℂ) * h2
    exact Complex.exp_ne_zero _ h4
  have li := (linearIndependent_monoidHom (Multiplicative ℝ) ℂ).comp
    (fun n => χ (a n)) (hχ.comp ha)
  intro n hn
  ext i
  refine linearIndependent_iff'.mp li S (fun k => d k i) ?_ n hn
  funext t
  have ht := congrFun (h t.toAdd) i
  rw [Finset.sum_apply] at ht ⊢
  refine Eq.trans (Finset.sum_congr rfl fun k _ => ?_) ht
  show d k i * phase (a k) t.toAdd = phase (a k) t.toAdd * d k i
  exact mul_comm _ _

/-- The Floquet state is differentiable, and `i d/dt` multiplies its `n`-th harmonic
by `e + n w`. -/
theorem floquetState_velocity (c : ℤ →₀ (ι → ℂ)) (e w t : ℝ) :
    ∃ v, HasDerivAt (floquetState c e w) v t ∧ Complex.I • v =
      ∑ n ∈ c.support, phase (e + n * w) t • ((e + n * w : ℝ) : ℂ) • c n := by
  have hp : ∀ a : ℝ, HasDerivAt (fun s => phase a s) (-(Complex.I * (a : ℂ)) * phase a t) t := by
    intro a
    have h0 : HasDerivAt (fun s : ℝ => (s : ℂ)) 1 t := by
      simpa using (hasDerivAt_id t).ofReal_comp
    have h := (h0.const_mul (-(Complex.I * (a : ℂ)))).cexp
    exact h.congr_deriv (by unfold phase; ring)
  have h := HasDerivAt.fun_sum (u := c.support)
    (fun n _ => (hp (e + n * w)).smul_const (c n))
  refine ⟨_, h, ?_⟩
  rw [Finset.smul_sum]
  refine Finset.sum_congr rfl fun n _ => ?_
  rw [smul_smul, smul_smul]
  congr 1
  linear_combination (-((e + n * w : ℝ) : ℂ) * phase (e + n * w) t) * Complex.I_sq

/-- `H(t) ψ(t)` is a sum over harmonics `n` with amplitudes `∑ₘ H_(n-m) c_m`; the sum over `n` may
run over any finite set that contains `harmonics H c`. -/
theorem hamiltonian_mulVec_floquetState {H : ℤ →₀ Matrix ι ι ℂ} {c : ℤ →₀ (ι → ℂ)}
    {S : Finset ℤ} (hS : harmonics H c ⊆ S) (e w t : ℝ) :
    hamiltonian H w t *ᵥ floquetState c e w t =
      ∑ n ∈ S, phase (e + n * w) t • c.sum fun m v => H (n - m) *ᵥ v := by
  have hR : ∀ A : Matrix ι ι ℂ, A *ᵥ floquetState c e w t =
      ∑ m ∈ c.support, phase (e + m * w) t • (A *ᵥ c m) := fun A =>
    (map_sum (Matrix.mulVecLin A) (fun m : ℤ => phase (e + m * w) t • c m)
      c.support).trans (Finset.sum_congr rfl fun m _ => Matrix.mulVec_smul A _ _)
  have hL : ∀ v : ι → ℂ, hamiltonian H w t *ᵥ v =
      ∑ k ∈ H.support, phase (k * w) t • (H k *ᵥ v) := by
    intro v
    refine (map_sum (AddMonoidHom.mk' (fun A : Matrix ι ι ℂ => A *ᵥ v)
      (fun A B => Matrix.add_mulVec A B v)) (fun k : ℤ => phase (k * w) t • H k)
      H.support).trans (Finset.sum_congr rfl fun k _ => ?_)
    show (phase (k * w) t • H k) *ᵥ v = _
    ext i
    simp [Matrix.mulVec, dotProduct, Finset.mul_sum, mul_assoc]
  rw [hL]
  simp only [hR, Finsupp.sum, Finset.smul_sum]
  rw [Finset.sum_comm (s := H.support), Finset.sum_comm (s := S)]
  refine Finset.sum_congr rfl fun m hm => ?_
  -- substitute n = k + m, then add the harmonics that contribute nothing
  calc _ = ∑ k ∈ H.support,
        phase (e + ((k + m : ℤ) : ℝ) * w) t • (H (k + m - m) *ᵥ c m) := by
        refine Finset.sum_congr rfl fun k _ => ?_
        have hk : (k : ℝ) * w + (e + m * w) = e + ((k + m : ℤ) : ℝ) * w := by
          push_cast
          ring
        rw [smul_smul, ← phase_add, hk, add_sub_cancel_right]
    _ = ∑ n ∈ H.support.image (fun k => k + m),
        phase (e + n * w) t • (H (n - m) *ᵥ c m) := by
        rw [Finset.sum_image]
        intro a _ b _ h
        simpa using h
    _ = _ := by
        refine Finset.sum_subset (fun n hn => ?_) (fun n _ hn => ?_)
        · obtain ⟨k, hk, rfl⟩ := Finset.mem_image.mp hn
          exact hS (Finset.mem_union_right _
            (Finset.mem_image.mpr ⟨(k, m), Finset.mem_product.mpr ⟨hk, hm⟩, rfl⟩))
        · have h0 : H (n - m) = 0 := by
            by_contra h
            exact hn (Finset.mem_image.mpr
              ⟨n - m, Finsupp.mem_support_iff.mpr h, sub_add_cancel n m⟩)
          rw [h0, Matrix.zero_mulVec, smul_zero]

/-- A Floquet state solves the Schrödinger equation exactly when the harmonics of
`i ψ' - H(t) ψ`, collected over a large enough finite set, sum to zero at all times. -/
theorem solves_iff_residual {H : ℤ →₀ Matrix ι ι ℂ} {c : ℤ →₀ (ι → ℂ)}
    {S : Finset ℤ} (hS : harmonics H c ⊆ S) (e w : ℝ) :
    SolvesSchrodinger (hamiltonian H w) (floquetState c e w) ↔
      ∀ t : ℝ, ∑ n ∈ S, phase (e + n * w) t •
        (((e + n * w : ℝ) : ℂ) • c n - c.sum fun m v => H (n - m) *ᵥ v) = 0 := by
  refine forall_congr' fun t => ?_
  obtain ⟨v, hv, hI⟩ := floquetState_velocity c e w t
  have hsub : c.support ⊆ S := fun _ hn => hS (Finset.mem_union_left _ hn)
  rw [Finset.sum_subset hsub
    (fun n _ hn => by rw [Finsupp.notMem_support_iff.mp hn, smul_zero, smul_zero])] at hI
  simp only [smul_sub, Finset.sum_sub_distrib]
  rw [← hI, ← hamiltonian_mulVec_floquetState hS e w t, sub_eq_zero]
  exact ⟨fun ⟨u, hu, h⟩ => by rwa [hv.unique hu], fun h => ⟨v, hv, h⟩⟩

/-- **Floquet-Sambe equation.** For nonzero drive frequency `w` and finitely many harmonics in `H`
and `ψ`, the Floquet state `ψ` solves the Schrödinger equation at all times if and only if its
harmonics solve the Sambe equation. -/
theorem solves_iff_sambe (H : ℤ →₀ Matrix ι ι ℂ) (c : ℤ →₀ (ι → ℂ)) (e : ℝ) {w : ℝ}
    (hw : w ≠ 0) :
    SolvesSchrodinger (hamiltonian H w) (floquetState c e w) ↔ SambeEquation H c e w := by
  constructor
  · intro h n
    -- distinct harmonics have distinct frequencies, so each residual amplitude vanishes
    have hinj : Function.Injective fun n : ℤ => e + (n : ℝ) * w := by
      intro m n hmn
      have h' : e + (m : ℝ) * w = e + (n : ℝ) * w := hmn
      exact_mod_cast mul_right_cancel₀ hw (add_left_cancel h')
    have h0 := amplitudes_eq_zero (fun n : ℤ => e + (n : ℝ) * w) hinj
      (insert n (harmonics H c)) _
      ((solves_iff_residual (Finset.subset_insert n (harmonics H c)) e w).mp h) n
      (Finset.mem_insert_self _ _)
    exact (sub_eq_zero.mp h0).symm
  · intro h
    exact (solves_iff_residual (Finset.Subset.refl (harmonics H c)) e w).mpr fun t =>
      Finset.sum_eq_zero fun n _ => by rw [h n, sub_self, smul_zero]

omit [Fintype ι] in
/-- Raising the quasienergy by `j w` and lowering all harmonic labels by `j` leaves the
Floquet state unchanged. -/
theorem floquetState_shift (c : ℤ →₀ (ι → ℂ)) (e w : ℝ) (j : ℤ) :
    floquetState (c.mapDomain fun n => n - j) (e + j * w) w = floquetState c e w := by
  funext t
  unfold floquetState
  rw [Finsupp.sum_mapDomain_index (fun _ => smul_zero _) (fun _ _ _ => smul_add _ _ _)]
  refine Finsupp.sum_congr fun n _ => ?_
  have h : e + (j : ℝ) * w + ((n - j : ℤ) : ℝ) * w = e + (n : ℝ) * w := by
    push_cast
    ring
  rw [h]

end

end FloquetSambe
```

```lean
#print axioms FloquetSambe.solves_iff_sambe
#print axioms FloquetSambe.floquetState_shift
```

```
'FloquetSambe.solves_iff_sambe' depends on axioms: [propext, Classical.choice, Quot.sound]
'FloquetSambe.floquetState_shift' depends on axioms: [propext, Classical.choice, Quot.sound]
```

## From residuals to amplitudes

`floquetState_velocity` is the term-by-term derivative. Its last line uses i² = −1 to turn i times the derivative into the factor e + nw.

`hamiltonian_mulVec_floquetState` is the convolution. It expands both sums, exchanges their order and adds frequencies with `phase_add`. The `calc` block substitutes n = k + m, then extends the sum to a larger finite set `S`, where the added terms vanish because H_(n−m) = 0. The set `harmonics H c` contains every label that can occur in ψ or H(t)ψ.

`solves_iff_residual` combines these two results into the vanishing sum of the r_n. Uniqueness of the derivative ensures that the v in `SolvesSchrodinger` is the one just computed.

`amplitudes_eq_zero` does the work of the period average by a different argument. Each oscillation turns sums of times into products, so it is a character of the additive group of times, and Mathlib knows that distinct characters are linearly independent. Oscillations with frequencies b ≠ b′ are distinct because at t = π/(b − b′) they differ by a factor −1. Applied to each vector component, independence makes every amplitude zero. No common period is needed.

In `solves_iff_sambe`, the hypothesis `hw` makes the frequencies e + nw distinct. The forward direction inserts the chosen n into the finite set, so that labels outside `harmonics H c` need no separate case. The reverse direction substitutes the Sambe equation, and each term becomes zero.

The proof of `floquetState_shift` relabels the sum and checks that e + jw + (n − j)w = e + nw.
